# A Davidson search started in one symmetry sector stays there if its preconditioners respect the symmetry

## Why did my search miss a lower state of the other parity?

I have a lattice Hamiltonian with a reflection symmetry, and I ran a Davidson search for its lowest state from a reflection-even start vector. It converged smoothly, with a tiny residual. A second run, from an odd vector, then found a state with lower energy.

Would the first run have reached that state with more iterations, or with a shift closer to the lower energy? The preconditioner is not a function of $H$, so I had expected it to mix the parities sooner or later.

## Commuting preconditioners preserve the parity of the start vector

In exact arithmetic, neither more iterations nor another shift would have helped, provided that your preconditioner commutes with the reflection. Every search space then consists of even vectors, and all of them are orthogonal to the odd state. The small residual is no warning, because the even state you found is a genuine eigenvector.

If the reflection only permutes your basis states, possibly with signs, then mirror-related states have equal diagonal elements of $H$. The diagonal part $D$ of $H$ therefore commutes with the reflection, and so does the usual preconditioner $(D-\theta)^{-1}$.

### The symmetry label passes through each Davidson step

Let $S$ be a Hermitian matrix that commutes with $H$; in your case it is the reflection. The start vector $v$ satisfies $Sv=sv$. The search spaces are

$$V_0=\mathrm{span}\{v\},\qquad V_{j+1}=V_j+\mathrm{span}\{K_j(H-\theta_j)u_j\},\qquad u_j\in V_j,$$

where $\theta_j$ is a shift and $K_j$ is a preconditioner with $K_jS=SK_j$. The shift commutes with everything, so

$$S(H-\theta_j)=SH-\theta_jS=HS-\theta_jS=(H-\theta_j)S.$$

Suppose that every vector in $V_j$ has the label $s$. Then $Su_j=su_j$, and the new direction has the same label:

$$SK_j(H-\theta_j)u_j=K_jS(H-\theta_j)u_j=K_j(H-\theta_j)Su_j=s\,K_j(H-\theta_j)u_j.$$

Sums and multiples of vectors with label $s$ keep that label, so all of $V_{j+1}$ has it. Since $V_0$ has it too, induction gives $Sx=sx$ for every $x\in V_j$ and every $j$.

Now let $Sw=\mu w$ with $\mu\neq s$, both labels being real. Letting $S$ act to the right and then to the left gives

$$s\,w^\dagger x=w^\dagger Sx=(Sw)^\dagger x=\mu\,w^\dagger x.$$

Hence $(s-\mu)\,w^\dagger x=0$, and so $w^\dagger x=0$. The cross terms in the squared distance vanish as well:

$$\|w-x\|^2=\|w\|^2-w^\dagger x-x^\dagger w+\|x\|^2=\|w\|^2+\|x\|^2.$$

For a normalised $w$ the distance is therefore at least 1 at every iteration, so the search does not creep towards the missing state.

It remains to see why $K=(D-\theta)^{-1}$ inherits the symmetry from $D$. If $DS=SD$, then $S$ commutes with $D-\theta$, and

$$KS=KS(D-\theta)K=K(D-\theta)SK=SK.$$

### Three levels show both outcomes

Number the basis vectors $e_0,e_1,e_2$. Let $e_0$ and $e_1$ both have energy 0 and be coupled by $H$ with strength 1, and let $e_2$ sit alone at energy $-5$. The parity is $+1$ on the first two vectors and $-1$ on $e_2$.

Start from $e_0$ with $\theta_0=0$, which is the energy expectation value of $e_0$. The residual is $He_0=e_1$. The preconditioner $\mathrm{diag}(1,2,3)$ commutes with the parity and turns the residual into $2e_1$, so $V_1=\mathrm{span}\{e_0,e_1\}$. The lowest energy in this space is $-1$, and $e_2$ at $-5$ is missed.

Now take a preconditioner that exchanges $e_1$ and $e_2$. It turns the residual into $e_2$, and the odd state enters $V_1$ in the first step. This matrix is symmetric and invertible, so those two properties of a preconditioner are not enough to keep the search in its sector.

### The Lean file

```lean
import Mathlib

open Matrix

namespace DavidsonSymmetryTrapping

variable {𝕜 n : Type*} [RCLike 𝕜] [Fintype n] [DecidableEq n]

/-- The Davidson search spaces: `V₀` is spanned by the start vector `v`, and `V_(j+1)` is `V_j`
enlarged by the preconditioned residual `K_j (H - θ_j) u_j`. -/
def searchSpace (H : Matrix n n 𝕜) (K : ℕ → Matrix n n 𝕜) (θ : ℕ → 𝕜) (u : ℕ → n → 𝕜)
    (v : n → 𝕜) : ℕ → Submodule 𝕜 (n → 𝕜)
  | 0 => Submodule.span 𝕜 {v}
  | j + 1 => searchSpace H K θ u v j ⊔
      Submodule.span 𝕜 {K j *ᵥ ((H - θ j • (1 : Matrix n n 𝕜)) *ᵥ u j)}

/-- The symmetry sector of `S` with label `s`: all vectors `x` with `S x = s x`. -/
def sector (S : Matrix n n 𝕜) (s : 𝕜) : Submodule 𝕜 (n → 𝕜) where
  carrier := {x | S *ᵥ x = s • x}
  zero_mem' := by simp
  add_mem' := by
    intro a b ha hb
    simp only [Set.mem_ofPred_eq] at *
    rw [Matrix.mulVec_add, ha, hb, smul_add]
  smul_mem' := by
    intro c x hx
    simp only [Set.mem_ofPred_eq] at *
    rw [Matrix.mulVec_smul, hx, smul_comm]

/-- If `S` commutes with `H`, it commutes with the shifted matrix `H - θ`. -/
theorem shift_commutes {H S : Matrix n n 𝕜} (hH : H * S = S * H) (θ : 𝕜) :
    S * (H - θ • (1 : Matrix n n 𝕜)) = (H - θ • (1 : Matrix n n 𝕜)) * S := by
  rw [mul_sub, sub_mul, hH, mul_smul_comm, smul_mul_assoc, mul_one, one_mul]

/-- If `D` commutes with `S`, then so does the Davidson preconditioner `K`, the inverse
of `D - θ`. -/
theorem preconditioner_commutes {D S K : Matrix n n 𝕜} {θ : 𝕜} (hD : D * S = S * D)
    (hK : K * (D - θ • (1 : Matrix n n 𝕜)) = 1) : K * S = S * K := by
  have hM := shift_commutes hD θ
  have hK' := mul_eq_one_comm.mp hK
  calc K * S = K * (S * ((D - θ • (1 : Matrix n n 𝕜)) * K)) := by rw [hK', mul_one]
    _ = K * ((S * (D - θ • (1 : Matrix n n 𝕜))) * K) := by rw [mul_assoc S]
    _ = (K * (D - θ • (1 : Matrix n n 𝕜))) * (S * K) := by rw [hM]; simp only [mul_assoc]
    _ = S * K := by rw [hK, one_mul]

/-- If `H` and `K` commute with `S`, the preconditioned residual `K (H - θ) u` of a vector `u`
lies in the same symmetry sector as `u`. -/
theorem correction_mem_sector {H S K : Matrix n n 𝕜} {s θ : 𝕜} {u : n → 𝕜}
    (hH : H * S = S * H) (hK : K * S = S * K) (hu : u ∈ sector S s) :
    K *ᵥ ((H - θ • (1 : Matrix n n 𝕜)) *ᵥ u) ∈ sector S s := by
  have hM := shift_commutes hH θ
  have hu' : S *ᵥ u = s • u := hu
  change S *ᵥ (K *ᵥ ((H - θ • (1 : Matrix n n 𝕜)) *ᵥ u)) = s • _
  -- move S through the preconditioner and the shifted Hamiltonian
  calc S *ᵥ (K *ᵥ ((H - θ • (1 : Matrix n n 𝕜)) *ᵥ u))
      = K *ᵥ ((H - θ • (1 : Matrix n n 𝕜)) *ᵥ (S *ᵥ u)) := by
        simp only [Matrix.mulVec_mulVec]
        rw [← hM, ← mul_assoc, ← hK, mul_assoc]
    _ = s • (K *ᵥ ((H - θ • (1 : Matrix n n 𝕜)) *ᵥ u)) := by
        rw [hu', Matrix.mulVec_smul, Matrix.mulVec_smul]

/-- If `H` and all preconditioners commute with `S`, the start vector lies in the sector `s`, and
each `u_j` is taken from `V_j`, then every search space lies in the sector `s`. -/
theorem searchSpace_le_sector {H S : Matrix n n 𝕜} {K : ℕ → Matrix n n 𝕜} {θ : ℕ → 𝕜}
    {u : ℕ → n → 𝕜} {v : n → 𝕜} {s : 𝕜} (hH : H * S = S * H) (hK : ∀ j, K j * S = S * K j)
    (hv : S *ᵥ v = s • v) (hu : ∀ j, u j ∈ searchSpace H K θ u v j) (j : ℕ) :
    searchSpace H K θ u v j ≤ sector S s := by
  induction j with
  | zero =>
    rw [searchSpace, Submodule.span_singleton_le_iff_mem]
    exact hv
  | succ j ih =>
    rw [searchSpace]
    exact sup_le ih ((Submodule.span_singleton_le_iff_mem _ _).mpr
      (correction_mem_sector hH (hK j) (ih (hu j))))

omit [DecidableEq n] in
/-- Two symmetry sectors of a Hermitian `S` with different real labels are orthogonal. -/
theorem sectors_orthogonal {S : Matrix n n 𝕜} (hS : S.IsHermitian) {s μ : ℝ} (hne : μ ≠ s)
    {x w : n → 𝕜} (hx : x ∈ sector S (s : 𝕜)) (hw : w ∈ sector S (μ : 𝕜)) :
    star w ⬝ᵥ x = 0 := by
  have hx' : S *ᵥ x = (s : 𝕜) • x := hx
  have hw' : S *ᵥ w = (μ : 𝕜) • w := hw
  -- let S act to the right and to the left
  have h1 : star w ⬝ᵥ (S *ᵥ x) = star (S *ᵥ w) ⬝ᵥ x := by
    rw [Matrix.star_mulVec, hS.eq, Matrix.dotProduct_mulVec]
  rw [hx', hw', dotProduct_smul, star_smul, smul_dotProduct, RCLike.star_def,
    RCLike.conj_ofReal, smul_eq_mul, smul_eq_mul] at h1
  have h2 : ((s : 𝕜) - (μ : 𝕜)) * (star w ⬝ᵥ x) = 0 := by linear_combination h1
  rcases mul_eq_zero.mp h2 with h | h
  · have h3 : s = μ := by exact_mod_cast sub_eq_zero.mp h
    exact absurd h3.symm hne
  · exact h

/-- Symmetry trapping: let the Hermitian `S` commute with `H` and with every preconditioner, let
`S v = s v`, and let each `u_j` lie in `V_j`. Then every search space `V_j` is orthogonal to all
eigenvectors of `S` with eigenvalue different from `s`. -/
theorem davidson_symmetry_trapping {H S : Matrix n n 𝕜} {K : ℕ → Matrix n n 𝕜} {θ : ℕ → 𝕜}
    {u : ℕ → n → 𝕜} {v : n → 𝕜} {s : ℝ} (hS : S.IsHermitian) (hH : H * S = S * H)
    (hK : ∀ j, K j * S = S * K j) (hv : S *ᵥ v = (s : 𝕜) • v)
    (hu : ∀ j, u j ∈ searchSpace H K θ u v j)
    {μ : ℝ} (hne : μ ≠ s) {w : n → 𝕜} (hw : S *ᵥ w = (μ : 𝕜) • w)
    (j : ℕ) {x : n → 𝕜} (hx : x ∈ searchSpace H K θ u v j) : star w ⬝ᵥ x = 0 :=
  sectors_orthogonal hS hne (searchSpace_le_sector hH hK hv hu j hx) hw

/-- Under the hypotheses of symmetry trapping, the squared distance between an eigenvector `w` of
`S` with eigenvalue different from `s` and any `x` in `V_j` is `‖w‖² + ‖x‖²`. -/
theorem distance_to_other_sector {H S : Matrix n n 𝕜} {K : ℕ → Matrix n n 𝕜} {θ : ℕ → 𝕜}
    {u : ℕ → n → 𝕜} {v : n → 𝕜} {s : ℝ} (hS : S.IsHermitian) (hH : H * S = S * H)
    (hK : ∀ j, K j * S = S * K j) (hv : S *ᵥ v = (s : 𝕜) • v)
    (hu : ∀ j, u j ∈ searchSpace H K θ u v j)
    {μ : ℝ} (hne : μ ≠ s) {w : n → 𝕜} (hw : S *ᵥ w = (μ : 𝕜) • w)
    (j : ℕ) {x : n → 𝕜} (hx : x ∈ searchSpace H K θ u v j) :
    star (w - x) ⬝ᵥ (w - x) = star w ⬝ᵥ w + star x ⬝ᵥ x := by
  have hxs := searchSpace_le_sector hH hK hv hu j hx
  -- both cross terms vanish
  have h1 : star w ⬝ᵥ x = 0 := sectors_orthogonal hS hne hxs hw
  have h2 : star x ⬝ᵥ w = 0 := sectors_orthogonal hS hne.symm hw hxs
  rw [star_sub, sub_dotProduct, dotProduct_sub, dotProduct_sub, h1, h2]
  ring

/-- A three-level Hamiltonian: two coupled levels and a separate level at energy `-5`. -/
def modelH : Matrix (Fin 3) (Fin 3) ℝ := !![0, 1, 0; 1, 0, 0; 0, 0, -5]

/-- A parity that is even on the first two levels and odd on the third. -/
def modelS : Matrix (Fin 3) (Fin 3) ℝ := !![1, 0, 0; 0, 1, 0; 0, 0, -1]

/-- The three-level model with preconditioner `diag(1, 2, 3)` has the required symmetries. The even
start vector gives a non-zero new direction, and the third level is an odd eigenvector of `H`. -/
theorem symmetry_trapping_witness :
    modelS.IsHermitian ∧ modelH * modelS = modelS * modelH ∧
    !![1, 0, 0; 0, 2, 0; 0, 0, 3] * modelS = modelS * !![1, 0, 0; 0, 2, 0; 0, 0, 3] ∧
    modelS *ᵥ ![1, 0, 0] = (1 : ℝ) • ![1, 0, 0] ∧
    !![1, 0, 0; 0, 2, 0; 0, 0, 3] *ᵥ ((modelH - (0 : ℝ) • 1) *ᵥ ![1, 0, 0]) = ![0, 2, 0] ∧
    modelS *ᵥ ![0, 0, 1] = (-1 : ℝ) • ![0, 0, 1] ∧
    modelH *ᵥ ![0, 0, 1] = (-5 : ℝ) • ![0, 0, 1] := by
  refine ⟨Matrix.IsHermitian.ext fun i j => ?_, ?_, ?_, ?_, ?_, ?_, ?_⟩
  · fin_cases i <;> fin_cases j <;> simp [modelS]
  · ext i j
    fin_cases i <;> fin_cases j <;>
      simp [modelH, modelS, Matrix.mul_apply, Fin.sum_univ_succ]
  · ext i j
    fin_cases i <;> fin_cases j <;> simp [modelS, Matrix.mul_apply, Fin.sum_univ_succ]
  all_goals
    ext i
    fin_cases i <;> simp [modelH, modelS, Matrix.mulVec, dotProduct, Fin.sum_univ_succ]

/-- In the three-level model, a preconditioner that exchanges the last two levels does not commute
with the parity, and the first Davidson step from the even start vector brings the odd level
into the search space. -/
theorem symmetry_breaking_preconditioner :
    !![1, 0, 0; 0, 0, 1; 0, 1, 0] * modelS ≠ modelS * !![1, 0, 0; 0, 0, 1; 0, 1, 0] ∧
    ![0, 0, 1] ∈ searchSpace modelH (fun _ => !![1, 0, 0; 0, 0, 1; 0, 1, 0]) (fun _ => 0)
      (fun _ => ![1, 0, 0]) ![1, 0, 0] 1 := by
  constructor
  · intro h
    have h12 := congrFun (congrFun h 1) 2
    simp [modelS, Matrix.mul_apply, Fin.sum_univ_succ] at h12
    -- the two products differ in the sign of this entry
    change (-1 : ℝ) = 1 at h12
    norm_num at h12
  · have h : !![1, 0, 0; 0, 0, 1; 0, 1, 0] *ᵥ ((modelH - (0 : ℝ) • 1) *ᵥ ![1, 0, 0])
        = ![0, 0, 1] := by
      ext i
      fin_cases i <;> simp [modelH, Matrix.mulVec, dotProduct, Fin.sum_univ_succ]
    change _ ∈ _ ⊔ Submodule.span ℝ {_}
    exact Submodule.mem_sup_right
      (Submodule.mem_span_singleton.mpr ⟨1, by rw [one_smul]; exact h⟩)

end DavidsonSymmetryTrapping
```

```lean
#print axioms DavidsonSymmetryTrapping.preconditioner_commutes
-- 'DavidsonSymmetryTrapping.preconditioner_commutes' depends on axioms: [propext, Classical.choice, Quot.sound]
#print axioms DavidsonSymmetryTrapping.davidson_symmetry_trapping
-- 'DavidsonSymmetryTrapping.davidson_symmetry_trapping' depends on axioms: [propext, Classical.choice, Quot.sound]
#print axioms DavidsonSymmetryTrapping.distance_to_other_sector
-- 'DavidsonSymmetryTrapping.distance_to_other_sector' depends on axioms: [propext, Classical.choice, Quot.sound]
#print axioms DavidsonSymmetryTrapping.symmetry_breaking_preconditioner
-- 'DavidsonSymmetryTrapping.symmetry_breaking_preconditioner' depends on axioms: [propext, Classical.choice, Quot.sound]
```

### What the theorems say about a Davidson run

The scalar type `𝕜` is either the real or the complex numbers, and `n` is a finite set of basis labels. Operators are matrices of type `Matrix n n 𝕜`, and state vectors are functions `n → 𝕜`. The product `*ᵥ` applies a matrix to a vector, and `star w ⬝ᵥ x` is the inner product $w^\dagger x$, conjugated in its first argument. Over the reals, `S.IsHermitian` means that $S$ is symmetric.

The definition `searchSpace` is the recursion for $V_j$, with `⊔` as the sum of subspaces. The sequences `K`, `θ` and `u` are supplied from outside. This is not circular, because $V_j$ uses only their entries with index below $j$. The subspace `sector S s` contains all solutions of $Sx=sx$, including zero.

The main theorem, `davidson_symmetry_trapping`, has these hypotheses:

- `hS` and `hH` say that $S$ is Hermitian and commutes with $H$, so that it represents a conserved quantity such as parity.
- `hK` says that each preconditioner commutes with $S$. Since $S$ is Hermitian, this means that the preconditioner maps each symmetry sector into itself.
- `hv` says that the start vector has the sharp real label $s$.
- `hu` says that each $u_j$ is taken from the current space $V_j$, as a Ritz vector would be.
- `hne` and `hw` say that $w$ has a different real label $\mu$.

The conclusion is $w^\dagger x=0$ for every $j$ and every $x\in V_j$. The vector $w$ need not be an eigenvector of $H$, and $H$ itself need not be Hermitian. The shifts are arbitrary scalars, and $u_j$ need not be a Ritz vector, so the way in which the algorithm selects its approximate eigenpair makes no difference.

The theorem `distance_to_other_sector` states the distance formula under the same hypotheses, with squared norms written as `star w ⬝ᵥ w`. No vector is assumed to be normalised.

The model has one start vector, adds at most one direction per step and never discards any. It says nothing about convergence within the sector. It also has no rounding: in a floating-point run, small errors can introduce a component of another symmetry, which later steps may amplify.

For electronic-structure calculations with a finite Hamiltonian matrix, the result means that, apart from rounding errors, a start vector of sharp symmetry fixes the symmetry of every state the search can return, as long as the preconditioners commute with that symmetry. This condition has to be checked for each symmetry: in a basis of Slater determinants, for example, the diagonal part of $H$ need not commute with the square of the total spin.

### From commutation to orthogonality in the proof

The lemma `shift_commutes` is the calculation of $S(H-\theta)$, done by expanding both products. In `preconditioner_commutes`, the hypothesis `hK` says that $K$ is a left inverse of $D-\theta$. For square matrices `mul_eq_one_comm` makes it a right inverse too, and the `calc` block then follows the chain from $KS$ to $SK$. This lemma supplies the condition `hK` of the main theorem when the preconditioners are of Davidson's form and $D$ commutes with $S$.

The lemma `correction_mem_sector` treats one step of the search. The first part of its `calc` block combines the successive matrix actions into one product and moves $S$ to the right, past $K$ and $H-\theta$. The second part replaces $Su$ by $su$ and pulls the scalar out.

The induction is `searchSpace_le_sector`, where `≤` means inclusion of subspaces. In the `zero` case, the span of $v$ lies in the sector because $v$ does. In the `succ` case, `sup_le` asks for two inclusions. The old space is handled by the induction hypothesis `ih`. The new direction is handled by `correction_mem_sector`, after `ih` has been applied to `hu j` to show that $u_j$ has the right label.

In `sectors_orthogonal`, the step `h1` equates the two actions of $S$, to the right on $x$ and to the left on $w$. After the eigenvalue equations have been inserted, `h2` is the product $(s-\mu)\,w^\dagger x=0$. The proof then splits into two cases: a vanishing first factor contradicts `hne`, and a vanishing second factor is the claim. The main theorem combines this lemma with the induction. The distance theorem uses the lemma twice, once for each cross term, and expands the inner product.

The theorem `symmetry_trapping_witness` checks the three-level example with the commuting preconditioner entry by entry: the symmetry conditions, the new direction $2e_1$, and the fact that $e_2$ is an odd eigenvector of $H$ at energy $-5$.

The theorem `symmetry_breaking_preconditioner` treats the exchange matrix. Its first part compares the entries in row 1, column 2 of the two products, counting from zero; they are $-1$ and $1$, so the matrices do not commute. Its second part computes the preconditioned residual as $e_2$ and concludes that this vector belongs to $V_1$.
